# Overestimating the exchange gap of an exciton whose singlet emits faster than its triplet lowers the thermal emission rate, but by a factor above exp(−s/T) for an error s

An exciton has a singlet level lying an exchange gap D above three degenerate triplet levels, with fixed emission rates a for the singlet and b for each triplet level, and its emission rate k(D) is the average of these over Boltzmann populations at temperature T, in energy units. The lemma `rate_factor_strict` says that if a > b ≥ 0, T > 0 and s > 0, then for every real D the ratio k(D + s)/k(D) lies strictly between exp(−s/T) and 1. The upper bound comes from an earlier lemma, that k strictly decreases with the gap. For the lower bound the attempt writes q for exp(−s/T) and x for exp(−D/T), clears the denominators, and leaves a polynomial inequality to `nlinarith`, which needs to know that q < 1.

The failing Lean file:

```lean
import Mathlib

open Filter Topology

namespace RateFactorStrict

noncomputable section

/-- Thermal emission rate of an exciton with singlet rate `a`, triplet rate `b` and
exchange gap `D`, at temperature `T` in energy units. Its domain is `T ≠ 0`. -/
def emissionRate (a b T D : ℝ) : ℝ :=
  (3 * b + a * Real.exp (-D / T)) / (3 + Real.exp (-D / T))

/-- Raising an energy `D` by `s` multiplies its Boltzmann factor by that of `s`. -/
theorem boltzmann_shift (T D s : ℝ) :
    Real.exp (-(D + s) / T) = Real.exp (-s / T) * Real.exp (-D / T) := by
  rw [← Real.exp_add]
  congr 1
  ring

/-- The emission rate is positive when the singlet emits and the triplet rate is
not negative. -/
theorem emissionRate_pos {a b : ℝ} (ha : 0 < a) (hb : 0 ≤ b) (T D : ℝ) :
    0 < emissionRate a b T D := by
  unfold emissionRate
  positivity

/-- At positive temperature, if the singlet decays faster than the triplet, the thermal
emission rate strictly decreases with the exchange gap. -/
theorem emissionRate_strictAnti {a b T : ℝ} (hab : b < a) (hT : 0 < T) :
    StrictAnti (emissionRate a b T) := by
  intro D D' h
  have hx : Real.exp (-D' / T) < Real.exp (-D / T) :=
    Real.exp_lt_exp.mpr (div_lt_div_of_pos_right (by linarith) hT)
  unfold emissionRate
  rw [div_lt_div_iff₀ (by positivity) (by positivity)]
  -- the difference of the two sides is `3 (a - b)` times that of the Boltzmann factors
  nlinarith [mul_pos (sub_pos.2 hab) (sub_pos.2 hx)]

/-- For `a > b ≥ 0` and `T > 0`, overestimating the gap by `s > 0` multiplies the emission
rate by a factor strictly between `exp (-s / T)` and `1`. -/
theorem rate_factor_strict {a b T s : ℝ} (hb : 0 ≤ b) (hab : b < a) (hT : 0 < T)
    (hs : 0 < s) (D : ℝ) :
    Real.exp (-s / T) < emissionRate a b T (D + s) / emissionRate a b T D ∧
      emissionRate a b T (D + s) / emissionRate a b T D < 1 := by
  have ha : 0 < a := lt_of_le_of_lt hb hab
  have hk := emissionRate_pos ha hb T D
  refine ⟨?_, (div_lt_one hk).2 (emissionRate_strictAnti hab hT (by linarith))⟩
  have hq1 : Real.exp (-s / T) < 1 :=
    Real.exp_lt_one (div_neg_of_neg_of_pos (by linarith) hT)
  have hq : 0 < Real.exp (-s / T) := Real.exp_pos _
  have hx : 0 < Real.exp (-D / T) := Real.exp_pos _
  rw [lt_div_iff₀ hk]
  unfold emissionRate
  rw [boltzmann_shift]
  generalize Real.exp (-s / T) = q at *
  generalize Real.exp (-D / T) = x at *
  rw [← mul_div_assoc, div_lt_div_iff₀ (by positivity) (by positivity)]
  -- after cross-multiplication the difference is a sum of these three terms
  have hq' : 0 < 1 - q := sub_pos.2 hq1
  have h1 : 0 ≤ b * (1 - q) := by positivity
  have h2 : 0 ≤ b * x * (1 - q) * (1 + q) := by positivity
  have h3 : 0 < a * q * x ^ 2 * (1 - q) := by positivity
  nlinarith [h1, h2, h3]

end

end RateFactorStrict
```

Compiling this gives:

```
Main.lean:50:4: error(lean.unknownIdentifier): Unknown constant `Real.exp_lt_one`
```

What went wrong. The one error is in the proof that q < 1. Lean reports that `Real.exp_lt_one` is an unknown constant, which means that no declaration of that name exists in the Mathlib being used. The mathematics of the step is sound, since −s/T is negative and the exponential of a negative number is below 1.

The repair uses `Real.exp_lt_one_iff`, which states that the exponential of a real number is less than 1 if and only if the number is negative. Its `.mpr` direction takes a proof that −s/T < 0 and returns the bound wanted. The argument already supplied, built with `div_neg_of_neg_of_pos`, is such a proof, so it stays as it was.

The other change is to a comment and is mere tidying. The old comment called the difference of the two sides a sum of three terms, and the new one gives their coefficients, 9, 3 and 1.

The mended proof, as a diff:

```diff
@@ -48,5 +48,5 @@
   refine ⟨?_, (div_lt_one hk).2 (emissionRate_strictAnti hab hT (by linarith))⟩
   have hq1 : Real.exp (-s / T) < 1 :=
-    Real.exp_lt_one (div_neg_of_neg_of_pos (by linarith) hT)
+    Real.exp_lt_one_iff.mpr (div_neg_of_neg_of_pos (by linarith) hT)
   have hq : 0 < Real.exp (-s / T) := Real.exp_pos _
   have hx : 0 < Real.exp (-D / T) := Real.exp_pos _
@@ -57,5 +57,6 @@
   generalize Real.exp (-D / T) = x at *
   rw [← mul_div_assoc, div_lt_div_iff₀ (by positivity) (by positivity)]
-  -- after cross-multiplication the difference is a sum of these three terms
+  -- after cross-multiplication the difference of the two sides is 9 times the term in `h1`,
+  -- plus 3 times the term in `h2`, plus the term in `h3`
   have hq' : 0 < 1 - q := sub_pos.2 hq1
   have h1 : 0 ≤ b * (1 - q) := by positivity
```
